# The potential function of a linearised radial orbital is a ratio of two linear functions of energy

Take an $s$ wave in the flat potential $V=0$ inside a sphere of radius 1, with units $\hbar^2/2m=1$. At energy zero the normalised radial function is the constant $\varphi=\sqrt3$, and $\dot\varphi=\sqrt3\,(1/10-r^2/6)$ serves as its energy derivative. At energy $x$ the linearised orbital is $\varphi+x\dot\varphi$. Its logarithmic derivative at the sphere, and the combination $P=2(D+1)/D$, are

$$D=\frac{-x/3}{1-x/15}=\frac{-5x}{15-x},\qquad D+1=\frac{15-6x}{15-x},\qquad P=\frac{x-5/2}{5x/12}.$$

$D+1$ and $D$ share the denominator $15-x$, which is proportional to the boundary amplitude. It cancels in $P$ and leaves one linear function of $x$ over another, for $x\neq0,15$. The same cancellation works for every angular momentum $l$ and every spherical potential. If $\dot\varphi$ does not itself match the decaying tail $r^{-l-1}$, the numerator vanishes at one value of $x$, and the quotient can be written with three parameters.

```lean
import Mathlib

open Set

namespace PotentialParameters

noncomputable section
```

## Five numbers at the sphere

Only boundary values enter the algebra: the radius $R$, the value and slope $u,u'$ of $\varphi$, and the value and slope $v,v'$ of $\dot\varphi$. Lean writes the slopes as `du` and `dv`. The structure imposes no relation among the five real numbers.

```lean
/-- Boundary data at a sphere of radius `R`: value `u` and slope `du` of the radial function,
value `v` and slope `dv` of its energy derivative. -/
structure SphereData where
  (R u du v dv : ℝ)
```

The scaled Wronskian is $W=R^2(u'v-uv')$.

```lean
/-- The scaled Wronskian `R² (u' v - u v')` at the sphere. -/
def wronskian (s : SphereData) : ℝ := s.R ^ 2 * (s.du * s.v - s.u * s.dv)
```

At energy $x$, measured from the expansion energy, the boundary amplitude is $u+xv$.

```lean
/-- Boundary amplitude of the linearised orbital at energy `x` from the expansion energy. -/
def amp (s : SphereData) (x : ℝ) : ℝ := s.u + x * s.v
```

The logarithmic derivative is $D=R(u'+xv')/(u+xv)$.

```lean
/-- Logarithmic derivative `D` of the linearised orbital, for nonzero boundary amplitude. -/
def logD (s : SphereData) (x : ℝ) : ℝ := s.R * (s.du + x * s.dv) / amp s x
```

A tail $r^{-l-1}$ has logarithmic derivative $-(l+1)$. The mismatch of $\dot\varphi$ with it is $B=Rv'+(l+1)v$.

```lean
/-- The combination `B = R v' + (l+1) v`, the mismatch of the energy derivative with the
decaying tail `r^(-l-1)`. -/
def tailMismatch (s : SphereData) (l : ℕ) : ℝ := s.R * s.dv + (l + 1) * s.v
```

Three parameters follow. The centre is $c=-(Ru'+(l+1)u)/B$.

```lean
/-- The band centre `c`, measured from the expansion energy, for `B ≠ 0`. -/
def centre (s : SphereData) (l : ℕ) : ℝ :=
  -(s.R * s.du + (l + 1) * s.u) / tailMismatch s l
```

The width parameter is $d=1/(2RB^2)$.

```lean
/-- The width parameter `d = 1 / (2 R B²)`, for `R ≠ 0` and `B ≠ 0`. -/
def width (s : SphereData) (l : ℕ) : ℝ := 1 / (2 * s.R * tailMismatch s l ^ 2)
```

The distortion parameter is $g=(Rv'-lv)/(2(2l+1)B)$.

```lean
/-- The distortion parameter `g = (R v' - l v) / (2 (2l+1) B)`, for `B ≠ 0`. -/
def distortion (s : SphereData) (l : ℕ) : ℝ :=
  (s.R * s.dv - l * s.v) / (2 * (2 * l + 1) * tailMismatch s l)
```

The potential function compares the orbital with $r^{-l-1}$ and $r^l$, the two solutions of the free radial equation at zero kinetic energy:

$$P=2(2l+1)\,\frac{D+l+1}{D-l}.$$

This convention carries no length-scale prefactor.

```lean
/-- The potential function `2 (2l+1) (D+l+1) / (D-l)`, for nonzero boundary amplitude
and `D ≠ l`. -/
def potentialFunction (s : SphereData) (l : ℕ) (x : ℝ) : ℝ :=
  2 * (2 * l + 1) * (logD s x + l + 1) / (logD s x - l)
```

## Normalisation fixes the Wronskian

With $Q=l(l+1)+r^2(V-E)$, the radial equation and its energy derivative are

$$(r^2\varphi')'=Q\varphi,\qquad (r^2\dot\varphi')'=Q\dot\varphi-r^2\varphi.$$

In Lean, `ψ` stands for $\dot\varphi$. The second equation is taken as a hypothesis; it is not derived by differentiating a family of solutions. The functions and their slopes are assumed continuous up to the origin and the sphere. The equations are non-relativistic.

```lean
/-- Inside the sphere `φ` solves the radial Schrödinger equation at energy `E` and `ψ` solves its
energy derivative, in units `ħ²/2m = 1`; `dφ` and `dψ` are the slopes, and all four functions are
continuous on `[0, R]`. -/
structure RadialPair (l : ℕ) (V : ℝ → ℝ) (E R : ℝ) (φ dφ ψ dψ : ℝ → ℝ) : Prop where
  cont_φ : ContinuousOn φ (Icc 0 R)
  cont_dφ : ContinuousOn dφ (Icc 0 R)
  cont_ψ : ContinuousOn ψ (Icc 0 R)
  cont_dψ : ContinuousOn dψ (Icc 0 R)
  slope_φ : ∀ r ∈ Ioo 0 R, HasDerivAt φ (dφ r) r
  slope_ψ : ∀ r ∈ Ioo 0 R, HasDerivAt ψ (dψ r) r
  eq_φ : ∀ r ∈ Ioo 0 R, HasDerivAt (fun t => t ^ 2 * dφ t)
    ((l * (l + 1) + r ^ 2 * (V r - E)) * φ r) r
  eq_ψ : ∀ r ∈ Ioo 0 R, HasDerivAt (fun t => t ^ 2 * dψ t)
    ((l * (l + 1) + r ^ 2 * (V r - E)) * ψ r - r ^ 2 * φ r) r
```

Differentiating the Wronskian makes the $Q$ terms and the products of slopes cancel:

$$\big(r^2\varphi'\dot\varphi-\varphi\,r^2\dot\varphi'\big)'=Q\varphi\dot\varphi-\varphi\,(Q\dot\varphi-r^2\varphi)=r^2\varphi^2.$$

Integrating from 0 to $R$, where the lower boundary term vanishes through its factor $r^2$, gives $W=\int_0^R r^2\varphi^2\,dr$. A function normalised in the sphere therefore has $W=1$. In the proof, `hder` is the displayed derivative, and the fundamental theorem of calculus does the rest.

```lean
/-- For a radial solution and its energy derivative, continuous with their slopes up to the
origin and the sphere, the boundary Wronskian is the norm integral of `φ` in the sphere. -/
theorem wronskian_eq_norm {l : ℕ} {V : ℝ → ℝ} {E R : ℝ} {φ dφ ψ dψ : ℝ → ℝ}
    (hR : 0 < R) (h : RadialPair l V E R φ dφ ψ dψ) :
    wronskian ⟨R, φ R, dφ R, ψ R, dψ R⟩ = ∫ r in (0 : ℝ)..R, r ^ 2 * φ r ^ 2 := by
  have h1 := h.cont_φ
  have h2 := h.cont_dφ
  have h3 := h.cont_ψ
  have h4 := h.cont_dψ
  -- the potential and the centrifugal term cancel in the derivative of the Wronskian
  have hder : ∀ r ∈ Ioo 0 R, HasDerivAt
      (fun t => t ^ 2 * dφ t * ψ t - φ t * (t ^ 2 * dψ t)) (r ^ 2 * φ r ^ 2) r := by
    intro r hr
    exact (((h.eq_φ r hr).fun_mul (h.slope_ψ r hr)).fun_sub
      ((h.slope_φ r hr).fun_mul (h.eq_ψ r hr))).congr_deriv (by ring)
  have hint : ContinuousOn (fun r => r ^ 2 * φ r ^ 2) (Icc 0 R) := by fun_prop
  rw [intervalIntegral.integral_eq_sub_of_hasDerivAt_of_le hR.le (by fun_prop) hder
    (hint.intervalIntegrable_of_Icc hR.le)]
  simp only [wronskian]
  ring
```

## Two linear functions with a common factor

Multiply $D+l+1$ by the amplitude:

$$(D+l+1)(u+xv)=\big(Ru'+(l+1)u\big)+xB=B(x-c).$$

The Lean proof clears the denominators of $D$ and $c$ in `hD` and `hc`, then adds the two equations.

```lean
/-- For nonzero amplitude and `B ≠ 0`, `D + l + 1` times the amplitude is `B (x - c)`. -/
theorem numerator_eq (s : SphereData) (l : ℕ) (x : ℝ) (hB : tailMismatch s l ≠ 0)
    (ha : amp s x ≠ 0) :
    (logD s x + l + 1) * amp s x = tailMismatch s l * (x - centre s l) := by
  have hD : logD s x * amp s x = s.R * (s.du + x * s.dv) := div_mul_cancel₀ _ ha
  have hc : centre s l * tailMismatch s l = -(s.R * s.du + (l + 1) * s.u) :=
    div_mul_cancel₀ _ hB
  simp only [amp, tailMismatch] at hD hc ⊢
  linear_combination hD + hc
```

For $D-l$, write $x=c+(x-c)$:

$$(D-l)(u+xv)=(Ru'-lu)+c\,(Rv'-lv)+(Rv'-lv)(x-c).$$

The last term is $2(2l+1)B\,g(x-c)$. Inserting $c$, the constant part is

$$\frac{(Ru'-lu)B-(Ru'+(l+1)u)(Rv'-lv)}{B}=\frac{(2l+1)R(u'v-uv')}{B}=\frac{2l+1}{RB}=2(2l+1)B\,d,$$

where $W=1$ enters at the second equality. Hence

$$(D-l)(u+xv)=2(2l+1)B\,\big(d+g(x-c)\big).$$

The step `key` is the determinant in the numerator.

```lean
/-- For unit Wronskian, nonzero amplitude and `B ≠ 0`, `D - l` times the amplitude is
`2 (2l+1) B (d + g (x - c))`. -/
theorem denominator_eq (s : SphereData) (l : ℕ) (x : ℝ) (hW : wronskian s = 1)
    (hB : tailMismatch s l ≠ 0) (ha : amp s x ≠ 0) :
    (logD s x - l) * amp s x = 2 * (2 * l + 1) * tailMismatch s l *
      (width s l + distortion s l * (x - centre s l)) := by
  have hR : s.R ≠ 0 := by
    intro h
    simp [wronskian, h] at hW
  have hl : (2 * (l : ℝ) + 1) ≠ 0 := by positivity
  have hD : logD s x * amp s x = s.R * (s.du + x * s.dv) := div_mul_cancel₀ _ ha
  obtain ⟨b, hb⟩ : ∃ b, b = tailMismatch s l := ⟨_, rfl⟩
  simp only [width, distortion, centre]
  rw [← hb] at hB ⊢
  simp only [tailMismatch] at hb
  simp only [wronskian] at hW
  -- the Wronskian fixes the determinant of the two linear forms in `x`
  have key : (s.R * s.du - l * s.u) * b
      - (s.R * s.du + (l + 1) * s.u) * (s.R * s.dv - l * s.v) = (2 * l + 1) / s.R := by
    rw [eq_div_iff hR, hb]
    linear_combination (2 * (l : ℝ) + 1) * hW
  symm
  calc _ = (2 * l + 1) / s.R / b + (s.R * s.dv - l * s.v) *
        (x + (s.R * s.du + (l + 1) * s.u) / b) := by
        field_simp
        ring
    _ = s.R * s.du - l * s.u + x * (s.R * s.dv - l * s.v) := by
        rw [← key]
        field_simp
        ring
    _ = _ := by
        rw [sub_mul, hD]
        simp only [amp]
        ring
```

## The quotient

Dividing the two identities removes the amplitude and $B$:

$$P=\frac{x-c}{d+g(x-c)}.$$

The hypotheses are $R>0$, $W=1$, $B\neq0$, $u+xv\neq0$ and $D\neq l$. The last says that the orbital does not match the regular solution $r^l$, where $P$ has its pole. With the amplitude nonzero, it makes the left side of the second identity nonzero, so $d+g(x-c)\neq0$ is a conclusion, as is $d>0$.

The proof turns on the tactic `linear_combination`. Given known equations and a coefficient for each, it subtracts their weighted sum from the goal and asks `ring` to confirm that nothing remains. Here the goal is first cross-multiplied and then multiplied by the nonzero factor $(u+xv)B$. The coefficients replace $(D+l+1)(u+xv)$ by means of `hnum` and $(D-l)(u+xv)$ by means of `hden`. Since $D$, $c$, $d$ and $g$ stay folded as named definitions, `ring` treats them as plain symbols and meets none of the fractions inside them.

```lean
/-- For `R > 0`, unit Wronskian, `B ≠ 0`, nonzero amplitude and `D ≠ l`, the potential function
of the linearised orbital is `(x - c) / (d + g (x - c))`, with `d > 0` and a nonzero
denominator. -/
theorem potentialFunction_eq (s : SphereData) (l : ℕ) (x : ℝ) (hR : 0 < s.R)
    (hW : wronskian s = 1) (hB : tailMismatch s l ≠ 0) (ha : amp s x ≠ 0)
    (hDl : logD s x ≠ l) :
    0 < width s l ∧ width s l + distortion s l * (x - centre s l) ≠ 0 ∧
      potentialFunction s l x =
        (x - centre s l) / (width s l + distortion s l * (x - centre s l)) := by
  have hnum := numerator_eq s l x hB ha
  have hden := denominator_eq s l x hW hB ha
  have hne : width s l + distortion s l * (x - centre s l) ≠ 0 := by
    intro h
    rw [h, mul_zero] at hden
    exact mul_ne_zero (sub_ne_zero.mpr hDl) ha hden
  refine ⟨by unfold width; positivity, hne, ?_⟩
  unfold potentialFunction
  rw [div_eq_div_iff (sub_ne_zero.mpr hDl) hne]
  -- compare after multiplication by the amplitude and `B`
  apply mul_left_cancel₀ (mul_ne_zero ha hB)
  linear_combination 2 * (2 * (l : ℝ) + 1) * tailMismatch s l *
    (width s l + distortion s l * (x - centre s l)) * hnum
    - (x - centre s l) * tailMismatch s l * hden
```

In linear muffin-tin orbital methods this form describes the scattering of one $l$ channel by three numbers, within the linearised orbital $\varphi+x\dot\varphi$ and a spherical potential.

## Where the orbital matches the decaying tail

Since $(D+l+1)(u+xv)=B(x-c)$ with $B$ and the amplitude nonzero, $D=-(l+1)$ holds exactly when $x=c$. This needs no normalisation.

```lean
/-- For `B ≠ 0` and nonzero amplitude, the logarithmic derivative is `-(l+1)` exactly at
the band centre. -/
theorem logD_eq_iff_centre (s : SphereData) (l : ℕ) (x : ℝ) (hB : tailMismatch s l ≠ 0)
    (ha : amp s x ≠ 0) : logD s x = -(l + 1) ↔ x = centre s l := by
  have hnum := numerator_eq s l x hB ha
  constructor
  · intro h
    have h0 : tailMismatch s l * (x - centre s l) = 0 := by
      rw [← hnum, h]
      ring
    exact sub_eq_zero.mp ((mul_eq_zero.mp h0).resolve_left hB)
  · intro h
    have h0 : (logD s x + l + 1) * amp s x = 0 := by
      rw [hnum, sub_eq_zero.mpr h, mul_zero]
    linarith [(mul_eq_zero.mp h0).resolve_right ha]
```

If $B=0$ and $W=1$, there is no such energy. Suppose $D=-(l+1)$. Then $Ru'+(l+1)u+xB=0$, so $A=Ru'+(l+1)u$ vanishes as well. But

$$W=R\,(vA-uB)=0,$$

which contradicts $W=1$. Conversely, if $B\neq0$ and $W=1$, the amplitude at $x=c$ is $u+cv=(uB-vA)/B=-1/(RB)\neq0$, so the orbital does match the tail there. For a normalised $\varphi$, the condition $B\neq0$ is thus equivalent to the existence of a centre.

```lean
/-- For unit Wronskian and `B = 0`, the logarithmic derivative differs from `-(l+1)` at every
energy with nonzero amplitude. -/
theorem no_centre_of_mismatch_zero (s : SphereData) (l : ℕ) (x : ℝ) (hW : wronskian s = 1)
    (hB : tailMismatch s l = 0) (ha : amp s x ≠ 0) : logD s x ≠ -(l + 1) := by
  intro h
  have hD : logD s x * amp s x = s.R * (s.du + x * s.dv) := div_mul_cancel₀ _ ha
  rw [h] at hD
  simp only [amp, tailMismatch, wronskian] at hD hB hW
  have hA : s.R * s.du + (l + 1) * s.u = 0 := by linear_combination -hD - x * hB
  have h10 : (1 : ℝ) = 0 := by
    linear_combination -hW + s.R * s.v * hA - s.R * s.u * hB
  exact one_ne_zero h10
```

## The flat potential again

For the opening example, $u=\sqrt3$, $u'=0$, $v=-\sqrt3/15$ and $v'=-\sqrt3/3$. Then

$$B=-\tfrac{2}{5}\sqrt3,\qquad c=\tfrac52,\qquad d=\tfrac{25}{24},\qquad g=\tfrac5{12},$$

and $d+g(x-c)=5x/12$, as found at the start. The theorem below confirms the radial equations, the unit norm, $B\neq0$ and $c=5/2$, so the assumptions on the radial pair are met by an actual solution.

```lean
/-- In the flat potential `V = 0` with `l = 0`, `E = 0` and `R = 1`, the constant `φ = √3` and
`ψ = √3 (1/10 - r²/6)` form a radial pair with `φ` normalised, `B ≠ 0` and `c = 5/2`. -/
theorem radialPair_witness :
    RadialPair 0 (fun _ => 0) 0 1 (fun _ => Real.sqrt 3) (fun _ => 0)
      (fun r => Real.sqrt 3 * (1 / 10 - r ^ 2 / 6)) (fun r => -(Real.sqrt 3 / 3) * r) ∧
    (∫ r in (0 : ℝ)..1, r ^ 2 * Real.sqrt 3 ^ 2) = 1 ∧
    tailMismatch ⟨1, Real.sqrt 3, 0, Real.sqrt 3 * (1 / 10 - 1 ^ 2 / 6),
      -(Real.sqrt 3 / 3) * 1⟩ 0 ≠ 0 ∧
    centre ⟨1, Real.sqrt 3, 0, Real.sqrt 3 * (1 / 10 - 1 ^ 2 / 6),
      -(Real.sqrt 3 / 3) * 1⟩ 0 = 5 / 2 := by
  have hs : Real.sqrt 3 ≠ 0 := by positivity
  have hB : tailMismatch ⟨1, Real.sqrt 3, 0, Real.sqrt 3 * (1 / 10 - 1 ^ 2 / 6),
      -(Real.sqrt 3 / 3) * 1⟩ 0 = -(2 / 5) * Real.sqrt 3 := by
    simp only [tailMismatch, Nat.cast_zero]
    ring
  have hne : -(2 / 5) * Real.sqrt 3 ≠ 0 := mul_ne_zero (by norm_num) hs
  refine ⟨⟨by fun_prop, by fun_prop, by fun_prop, by fun_prop,
    fun r _ => hasDerivAt_const r _, ?_, ?_, ?_⟩, ?_, ?_, ?_⟩
  · intro r _
    have e : HasDerivAt (fun t : ℝ => t ^ 2) (2 * r) r := by simpa using hasDerivAt_pow 2 r
    have h : HasDerivAt (fun t : ℝ => Real.sqrt 3 * (1 / 10 - t ^ 2 / 6))
        (-(Real.sqrt 3 / 3) * r) r :=
      (((e.div_const 6).const_sub (1 / 10)).const_mul (Real.sqrt 3)).congr_deriv (by ring)
    exact h
  · intro r _
    have h : HasDerivAt (fun t : ℝ => t ^ 2 * (0 : ℝ))
        ((((0 : ℕ) : ℝ) * (((0 : ℕ) : ℝ) + 1) + r ^ 2 * (0 - 0)) * Real.sqrt 3) r := by
      have hf : (fun t : ℝ => t ^ 2 * (0 : ℝ)) = fun _ => (0 : ℝ) := by
        funext t
        ring
      rw [hf]
      exact (hasDerivAt_const r (0 : ℝ)).congr_deriv (by rw [Nat.cast_zero]; ring)
    exact h
  · intro r _
    have e : HasDerivAt (fun t : ℝ => t ^ 3) (3 * r ^ 2) r := by
      simpa using hasDerivAt_pow 3 r
    have h : HasDerivAt (fun t : ℝ => t ^ 2 * (-(Real.sqrt 3 / 3) * t))
        ((((0 : ℕ) : ℝ) * (((0 : ℕ) : ℝ) + 1) + r ^ 2 * (0 - 0)) *
          (Real.sqrt 3 * (1 / 10 - r ^ 2 / 6)) - r ^ 2 * Real.sqrt 3) r := by
      have hf : (fun t : ℝ => t ^ 2 * (-(Real.sqrt 3 / 3) * t)) =
          fun t => -(Real.sqrt 3 / 3) * t ^ 3 := by
        funext t
        ring
      rw [hf]
      exact (e.const_mul (-(Real.sqrt 3 / 3))).congr_deriv (by rw [Nat.cast_zero]; ring)
    exact h
  · have h3 : Real.sqrt 3 ^ 2 = 3 := Real.sq_sqrt (by norm_num)
    rw [h3, intervalIntegral.integral_mul_const, integral_pow]
    norm_num
  · rw [hB]
    exact hne
  · unfold centre
    rw [hB, div_eq_iff hne, Nat.cast_zero]
    ring

end

end PotentialParameters
```

```lean
#print axioms PotentialParameters.wronskian_eq_norm
#print axioms PotentialParameters.potentialFunction_eq
#print axioms PotentialParameters.logD_eq_iff_centre
#print axioms PotentialParameters.no_centre_of_mismatch_zero
```

```
'PotentialParameters.wronskian_eq_norm' depends on axioms: [propext, Classical.choice, Quot.sound]
'PotentialParameters.potentialFunction_eq' depends on axioms: [propext, Classical.choice, Quot.sound]
'PotentialParameters.logD_eq_iff_centre' depends on axioms: [propext, Classical.choice, Quot.sound]
'PotentialParameters.no_centre_of_mismatch_zero' depends on axioms: [propext, Classical.choice, Quot.sound]
```
